# Screening with $\alpha>0$ and $\alpha c<1$ turns the model structure constant $-6/(kw)^2+c$ into a constant minus a multiple of a Yukawa transform

Suppose I replace the matrix of bare LMTO structure constants by a single number for each wave number $k$, namely $S(k)=-6/(kw)^2+c$, with $w$ the Wigner–Seitz radius and $c$ a constant. The $k^{-2}$ singularity is the signature of a long-ranged $1/r$ tail. Screening with a parameter $\alpha>0$ replaces $S$ by $S/(1-\alpha S)$, and the tail is then supposed to decay like $e^{-\mu r}/r$. Can this be shown rigorously, with an explicit $\mu$, and checked by machine in Lean 4?

## The sine integral and the origin of the two terms

Yes, provided that $b=1-\alpha c$ is positive. The proof treats the three-dimensional Fourier transform of a radial function $f$ as an integral over the radius. This comes from doing the angular integral first:

$$\int f(r)\,e^{-i\mathbf k\cdot\mathbf r}\,d^3r
=2\pi\int_0^\infty r^2f(r)\int_{-1}^{1}e^{-ikru}\,du\,dr
=\frac{4\pi}{k}\int_0^\infty r f(r)\sin(kr)\,dr .$$

The Lean file takes the last expression as its definition.

The form of $S(k)$ is also an input. The bare s–s structure constant at distance $r$ is $-2w/r$, whose transform is $-8\pi w/k^2$. Dividing by the volume per site, $4\pi w^3/3$, gives $-6/(kw)^2$. The constant $c$ stands for the regular part of the lattice sum at small $k$. Since $S(k)<c$ for every $k\neq0$, the condition $\alpha c<1$ keeps $S$ below $1/\alpha$, where the screening denominator would vanish.

## From the $k^{-2}$ singularity to a pole at $k^2=-\mu^2$

The screened constant $T$ solves the Dyson equation $T=S+\alpha ST$. Collecting terms gives $(1-\alpha S)T=S$, so $T=S/(1-\alpha S)$ whenever $\alpha S\neq1$.

Put $x=(kw)^2$. Then $S=(cx-6)/x$ and $1-\alpha S=(bx+6\alpha)/x$, so the factor $1/x$ cancels:

$$T=\frac{cx-6}{bx+6\alpha}.$$

With $\mu^2=6\alpha/(bw^2)$, the denominator is $bw^2(k^2+\mu^2)$. Because $\alpha c+b=1$, the numerator is

$$cx-6=\frac cb(bx+6\alpha)-\frac{6(\alpha c+b)}{b}
=\frac cb(bx+6\alpha)-\frac6b .$$

Division gives

$$T=\frac cb-\frac{6}{b^2w^2(k^2+\mu^2)} .$$

## The transform of $e^{-\mu r}/r$

For the Yukawa function, the factor $r$ in the sine integral cancels the $1/r$, leaving $e^{-\mu r}\sin(kr)$. An antiderivative is

$$F(r)=-\frac{e^{-\mu r}\left(\mu\sin kr+k\cos kr\right)}{k^2+\mu^2}.$$

On differentiating, the two terms in $\mu k\cos kr$ cancel and the sine terms add up to $(\mu^2+k^2)\sin kr$. Since $|F(r)|\le e^{-\mu r}(\mu+|k|)/(k^2+\mu^2)$, $F$ vanishes at infinity. The integral is therefore $-F(0)=k/(k^2+\mu^2)$, and multiplying by $4\pi/k$ gives $4\pi/(k^2+\mu^2)$. Hence

$$T=\frac cb-\frac{6}{4\pi b^2w^2}\cdot\frac{4\pi}{k^2+\mu^2},$$

where the last factor is the transform of $e^{-\mu r}/r$. The constant $c/b$ adds no tail, since in real space it corresponds to a delta function at the origin.

## The limit $k\to0$ and the sign of $b$

As $k\to0$, $x\to0$ and $T\to-6/(6\alpha)=-1/\alpha$, although $S$ diverges.

The denominator is $1-\alpha S=b+6\alpha/(kw)^2$. For $b\ge0$ it is positive. For $b<0$ it vanishes at the real wave number given by $k^2=6\alpha/((\alpha c-1)w^2)$, and $T$ has a pole there. At $b=0$ there is no such pole, but $T=(cx-6)/(6\alpha)$ is a polynomial in $k$ and the Yukawa form does not apply.

## The Lean file

```lean
import Mathlib

open Filter MeasureTheory
open scoped Real Topology

namespace TightBindingLMTO

noncomputable section

/-- Model bare structure constant `-6/(kw)² + c` at wave number `k`, with length scale `w`;
its domain is `k ≠ 0`, `w ≠ 0`. -/
def bareS (w c k : ℝ) : ℝ := -6 / (k * w) ^ 2 + c

/-- Screening transformation `S/(1 - αS)` with screening parameter `α`;
its domain is `αS ≠ 1`. -/
def screen (α S : ℝ) : ℝ := S / (1 - α * S)

/-- Inverse screening length `μ = √(6α/(b w²))` with `b = 1 - αc`;
its domain is `α ≥ 0`, `b > 0`, `w ≠ 0`. -/
def invLength (α w c : ℝ) : ℝ := √(6 * α / ((1 - α * c) * w ^ 2))

/-- The Yukawa function `exp(-μr)/r`, for `r ≠ 0`. -/
def yukawa (μ r : ℝ) : ℝ := Real.exp (-μ * r) / r

/-- Three-dimensional Fourier transform of a radial function, written as a sine integral
over the radius, for `k ≠ 0`. -/
def radialFourier (f : ℝ → ℝ) (k : ℝ) : ℝ :=
  4 * π / k * ∫ r in Set.Ioi (0 : ℝ), r * f r * Real.sin (k * r)

/-- If `αS ≠ 1`, the screened constant is the unique solution `T` of the Dyson equation
`T = S + αST`. -/
theorem dyson_iff {α S : ℝ} (h : 1 - α * S ≠ 0) (T : ℝ) :
    T = S + α * S * T ↔ T = screen α S := by
  unfold screen
  rw [eq_div_iff h]
  constructor <;> intro hT <;> linear_combination hT

/-- For `k, w ≠ 0` the screened constant is a ratio of two polynomials in `k`. -/
theorem screen_bareS (α c : ℝ) {k w : ℝ} (hk : k ≠ 0) (hw : w ≠ 0) :
    screen α (bareS w c k) =
      (c * (k * w) ^ 2 - 6) / ((k * w) ^ 2 - α * (c * (k * w) ^ 2 - 6)) := by
  have hkw : (k * w) ^ 2 ≠ 0 := pow_ne_zero 2 (mul_ne_zero hk hw)
  have h1 : bareS w c k = (c * (k * w) ^ 2 - 6) / (k * w) ^ 2 := by
    unfold bareS
    rw [eq_div_iff hkw, add_mul, div_mul_cancel₀ _ hkw]
    ring
  have h2 : 1 - α * ((c * (k * w) ^ 2 - 6) / (k * w) ^ 2) =
      ((k * w) ^ 2 - α * (c * (k * w) ^ 2 - 6)) / (k * w) ^ 2 := by
    rw [eq_div_iff hkw, sub_mul, mul_assoc, div_mul_cancel₀ _ hkw]
    ring
  unfold screen
  rw [h1, h2, div_div_div_cancel_right₀ hkw]

/-- For `α, w > 0`, `b = 1 - αc > 0` and `k ≠ 0`, the inverse length `μ` is positive and the
screened constant is `c/b - 6/(b² w² (k² + μ²))`. -/
theorem screened_pole_form {α w c k : ℝ} (hα : 0 < α) (hw : 0 < w)
    (hb : 0 < 1 - α * c) (hk : k ≠ 0) :
    0 < invLength α w c ∧ screen α (bareS w c k) =
      c / (1 - α * c) - 6 / ((1 - α * c) ^ 2 * w ^ 2 * (k ^ 2 + invLength α w c ^ 2)) := by
  have hX : 0 < (1 - α * c) * w ^ 2 := mul_pos hb (pow_pos hw 2)
  have hq : 0 < 6 * α / ((1 - α * c) * w ^ 2) := div_pos (by linarith) hX
  have hμ : invLength α w c ^ 2 * ((1 - α * c) * w ^ 2) = 6 * α := by
    rw [invLength, Real.sq_sqrt hq.le, div_mul_cancel₀ _ hX.ne']
  refine ⟨Real.sqrt_pos.2 hq, ?_⟩
  rw [screen_bareS α c hk hw.ne']
  generalize invLength α w c = μ at hμ ⊢
  have hQ : 0 < k ^ 2 + μ ^ 2 := by positivity
  -- the denominator vanishes only at `k² = -μ²`
  have hden : (k * w) ^ 2 - α * (c * (k * w) ^ 2 - 6) =
      (1 - α * c) * w ^ 2 * (k ^ 2 + μ ^ 2) := by
    linear_combination -hμ
  have h2 : (1 - α * c) ^ 2 * w ^ 2 * (k ^ 2 + μ ^ 2) ≠ 0 :=
    mul_ne_zero (mul_ne_zero (pow_ne_zero 2 hb.ne') (pow_ne_zero 2 hw.ne')) hQ.ne'
  rw [hden, div_sub_div _ _ hb.ne' h2,
    div_eq_div_iff (mul_ne_zero hX.ne' hQ.ne') (mul_ne_zero hb.ne' h2)]
  linear_combination
    (-((1 - α * c) * ((1 - α * c) * w ^ 2 * (k ^ 2 + μ ^ 2)) * c)) * hμ

/-- For `μ > 0` the integral of `exp(-μr) sin(kr)` over `r > 0` is `k/(k² + μ²)`. -/
theorem integral_exp_sin {μ : ℝ} (hμ : 0 < μ) (k : ℝ) :
    ∫ r in Set.Ioi (0 : ℝ), Real.exp (-μ * r) * Real.sin (k * r) = k / (k ^ 2 + μ ^ 2) := by
  have hQ : 0 < k ^ 2 + μ ^ 2 := by positivity
  -- an explicit antiderivative
  have hd : ∀ x ∈ Set.Ici (0 : ℝ), HasDerivAt
      (fun r : ℝ => -(Real.exp (-μ * r) * (μ * Real.sin (k * r) + k * Real.cos (k * r))) /
        (k ^ 2 + μ ^ 2)) (Real.exp (-μ * x) * Real.sin (k * x)) x := by
    intro x _
    have e := ((hasDerivAt_id' x).const_mul (-μ)).exp
    have s := (hasDerivAt_id' x).const_mul k
    refine HasDerivAt.congr_deriv ((e.fun_mul
      ((s.sin.const_mul μ).fun_add (s.cos.const_mul k))).fun_neg.div_const _) ?_
    rw [div_eq_iff hQ.ne']
    ring
  -- the integrand is dominated by the exponential
  have hi : IntegrableOn (fun r : ℝ => Real.exp (-μ * r) * Real.sin (k * r))
      (Set.Ioi 0) := by
    refine Integrable.mono' (exp_neg_integrableOn_Ioi 0 hμ)
      (Continuous.aestronglyMeasurable (by fun_prop)) (ae_of_all _ fun r => ?_)
    rw [norm_mul, Real.norm_of_nonneg (Real.exp_pos _).le]
    exact mul_le_of_le_one_right (Real.exp_pos _).le (Real.abs_sin_le_one _)
  have hA : ∀ r : ℝ, ‖μ * Real.sin (k * r) + k * Real.cos (k * r)‖ ≤ ‖μ‖ + ‖k‖ := by
    intro r
    refine (norm_add_le _ _).trans (add_le_add ?_ ?_)
    · rw [norm_mul]
      exact mul_le_of_le_one_right (norm_nonneg _) (Real.abs_sin_le_one _)
    · rw [norm_mul]
      exact mul_le_of_le_one_right (norm_nonneg _) (Real.abs_cos_le_one _)
  -- the antiderivative vanishes at infinity
  have hE : Tendsto (fun r : ℝ => Real.exp (-μ * r)) atTop (𝓝 0) :=
    Real.tendsto_exp_atBot.comp (tendsto_id.const_mul_atTop_of_neg (neg_lt_zero.2 hμ))
  have hB := (hE.mul_const (‖μ‖ + ‖k‖)).div_const (k ^ 2 + μ ^ 2)
  rw [zero_mul, zero_div] at hB
  have ht : Tendsto (fun r : ℝ =>
      -(Real.exp (-μ * r) * (μ * Real.sin (k * r) + k * Real.cos (k * r))) /
        (k ^ 2 + μ ^ 2)) atTop (𝓝 0) := by
    refine squeeze_zero_norm (fun r => ?_) hB
    rw [norm_div, norm_neg, norm_mul, Real.norm_of_nonneg (Real.exp_pos _).le,
      Real.norm_of_nonneg hQ.le]
    gcongr
    exact hA r
  rw [integral_Ioi_of_hasDerivAt_of_tendsto' hd hi ht]
  simp [neg_div]

/-- For `μ > 0` and `k ≠ 0` the Fourier transform of `exp(-μr)/r` is `4π/(k² + μ²)`. -/
theorem fourier_yukawa {μ k : ℝ} (hμ : 0 < μ) (hk : k ≠ 0) :
    radialFourier (yukawa μ) k = 4 * π / (k ^ 2 + μ ^ 2) := by
  have h : ∫ r in Set.Ioi (0 : ℝ), r * yukawa μ r * Real.sin (k * r) =
      ∫ r in Set.Ioi (0 : ℝ), Real.exp (-μ * r) * Real.sin (k * r) := by
    refine setIntegral_congr_fun measurableSet_Ioi (fun r hr => ?_)
    have hr0 : r ≠ 0 := (Set.mem_Ioi.1 hr).ne'
    simp only [yukawa]
    rw [← mul_div_assoc, mul_div_cancel_left₀ _ hr0]
  rw [radialFourier, h, integral_exp_sin hμ, div_mul_div_comm, mul_comm k,
    mul_div_mul_right _ _ hk]

/-- For `α, w > 0`, `b = 1 - αc > 0` and `k ≠ 0`, the screened structure constant is the
constant `c/b` minus `6/(4π b² w²)` times the Fourier transform of a Yukawa function with
positive inverse length `μ`. -/
theorem screened_eq_yukawa {α w c k : ℝ} (hα : 0 < α) (hw : 0 < w)
    (hb : 0 < 1 - α * c) (hk : k ≠ 0) :
    0 < invLength α w c ∧ screen α (bareS w c k) =
      c / (1 - α * c) - 6 / (4 * π * ((1 - α * c) ^ 2 * w ^ 2)) *
        radialFourier (yukawa (invLength α w c)) k := by
  obtain ⟨hμ, hS⟩ := screened_pole_form hα hw hb hk
  refine ⟨hμ, ?_⟩
  rw [hS, fourier_yukawa hμ hk, div_mul_div_comm]
  have hQ : k ^ 2 + invLength α w c ^ 2 ≠ 0 := by positivity
  have hX : (1 - α * c) ^ 2 * w ^ 2 ≠ 0 :=
    mul_ne_zero (pow_ne_zero 2 hb.ne') (pow_ne_zero 2 hw.ne')
  have hπ : 4 * π ≠ 0 := by positivity
  congr 1
  rw [div_eq_div_iff (mul_ne_zero hX hQ) (mul_ne_zero (mul_ne_zero hπ hX) hQ)]
  ring

/-- For `α, w ≠ 0` the screened constant tends to `-1/α` as `k → 0`. -/
theorem screened_long_wavelength {α w : ℝ} (c : ℝ) (hα : α ≠ 0) (hw : w ≠ 0) :
    Tendsto (fun k => screen α (bareS w c k)) (𝓝[≠] 0) (𝓝 (-1 / α)) := by
  have hden : (0 * w) ^ 2 - α * (c * (0 * w) ^ 2 - 6) ≠ 0 := by
    have h : (0 * w) ^ 2 - α * (c * (0 * w) ^ 2 - 6) = 6 * α := by ring
    rw [h]
    exact mul_ne_zero (by norm_num) hα
  have hv : (c * (0 * w) ^ 2 - 6) / ((0 * w) ^ 2 - α * (c * (0 * w) ^ 2 - 6)) = -1 / α := by
    rw [div_eq_div_iff hden hα]
    ring
  have hc : ContinuousAt (fun k : ℝ =>
      (c * (k * w) ^ 2 - 6) / ((k * w) ^ 2 - α * (c * (k * w) ^ 2 - 6))) 0 :=
    ContinuousAt.div (by fun_prop) (by fun_prop) hden
  rw [← hv]
  refine Tendsto.congr' ?_ (hc.tendsto.mono_left nhdsWithin_le_nhds)
  filter_upwards [self_mem_nhdsWithin] with k hk
  exact (screen_bareS α c hk hw).symm

/-- For `α, w > 0` the screening denominator `1 - αS(k)` has no zero at any `k > 0` exactly
when `αc ≤ 1`. -/
theorem no_pole_iff {α w : ℝ} (c : ℝ) (hα : 0 < α) (hw : 0 < w) :
    (∀ k : ℝ, 0 < k → 1 - α * bareS w c k ≠ 0) ↔ α * c ≤ 1 := by
  have hS : ∀ k : ℝ, 1 - α * bareS w c k = 1 - α * c + 6 * α / (k * w) ^ 2 := by
    intro k
    unfold bareS
    ring
  constructor
  · intro h
    by_contra hc
    have hc' : 1 < α * c := not_le.1 hc
    have hp : 0 < (α * c - 1) * w ^ 2 := mul_pos (by linarith) (pow_pos hw 2)
    -- the wave number at which the denominator vanishes is `√q`
    obtain ⟨q, hq0, hq⟩ : ∃ q : ℝ, 0 < q ∧ q * ((α * c - 1) * w ^ 2) = 6 * α :=
      ⟨6 * α / ((α * c - 1) * w ^ 2), div_pos (by linarith) hp, div_mul_cancel₀ _ hp.ne'⟩
    have hs : 0 < √q := Real.sqrt_pos.2 hq0
    have h6 : 6 * α / (√q * w) ^ 2 = α * c - 1 := by
      rw [div_eq_iff (pow_ne_zero 2 (mul_pos hs hw).ne'), mul_pow, Real.sq_sqrt hq0.le]
      linear_combination -hq
    apply h (√q) hs
    rw [hS, h6]
    ring
  · intro h k hk h0
    rw [hS] at h0
    have h6 : 0 < 6 * α / (k * w) ^ 2 := by positivity
    linarith

end

end TightBindingLMTO
```

```lean
#print axioms TightBindingLMTO.dyson_iff
#print axioms TightBindingLMTO.screened_eq_yukawa
#print axioms TightBindingLMTO.screened_long_wavelength
#print axioms TightBindingLMTO.no_pole_iff
```

```
'TightBindingLMTO.dyson_iff' depends on axioms: [propext, Classical.choice, Quot.sound]
'TightBindingLMTO.screened_eq_yukawa' depends on axioms: [propext, Classical.choice, Quot.sound]
'TightBindingLMTO.screened_long_wavelength' depends on axioms: [propext, Classical.choice, Quot.sound]
'TightBindingLMTO.no_pole_iff' depends on axioms: [propext, Classical.choice, Quot.sound]
```

## What the theorems say about the model

All quantities are real numbers. `bareS w c k` is $S(k)$, `screen α S` is $S/(1-\alpha S)$, and `invLength α w c` is the positive root $\mu$. `yukawa μ r` is $e^{-\mu r}/r$, and `radialFourier f k` is the sine integral with its prefactor $4\pi/k$. This fixes the convention in which the forward transform carries no factor of $(2\pi)^{-3}$.

The main theorem, `screened_eq_yukawa`, assumes `0 < α`, `0 < w`, `0 < 1 - α * c` and `k ≠ 0`. It concludes that $\mu$ is positive and that the screened constant equals $c/b$ minus $6/(4\pi b^2w^2)$ times the transform of the Yukawa function. The sign of $c$ is free. Negative $k$ is allowed, although a physical wave number is positive. Under these hypotheses $1-\alpha S(k)$ is positive, so the division in `screen` is a genuine one.

`screened_long_wavelength` states the limit $-1/\alpha$ for any nonzero $\alpha$ and $w$. `no_pole_iff` states, for positive $\alpha$ and $w$, that the denominator has no zero at any $k>0$ exactly when $\alpha c\le1$.

The model has one orbital per site and no dependence on the direction of $\mathbf k$. It uses the small-$k$ form at every $k$, whereas a lattice has a periodic $S(\mathbf k)$, so $\mu$ is the decay constant of the model and not that of a real lattice. The condition $\alpha c<1$ is a restriction too: screening parameters chosen for several orbitals per site need not satisfy it. The decay is expressed through the forward transform of a known function; no inverse transform or lattice sum is carried out. For tight-binding LMTO the result therefore illustrates, in a scalar long-wavelength model, how screening turns a $1/r$ tail into an exponentially damped one.

## How the Lean steps match the algebra and the integral

`dyson_iff` multiplies out the denominator and collects the terms in $T$. `screen_bareS` writes $S$ and $1-\alpha S$ over the common denominator $(kw)^2$ and cancels it.

In `screened_pole_form`, `hμ` records $\mu^2bw^2=6\alpha$. The square root is used once more, to show that $\mu$ is positive, and the remaining algebra needs only `hμ`. `hden` factors the denominator as $bw^2(k^2+\mu^2)$. The derivation above finds the partial fractions by splitting the numerator; Lean is given the answer, cross-multiplies, and verifies the resulting polynomial identity by `linear_combination` with `hμ`.

`integral_exp_sin` follows the antiderivative argument. `hd` differentiates $F$, `hi` proves integrability by comparison with $e^{-\mu r}$, and `ht` squeezes $F$ to zero using the bound `hA`. The fundamental theorem of calculus on a half-line, `integral_Ioi_of_hasDerivAt_of_tendsto'`, then gives the value. `fourier_yukawa` cancels $r$ against $1/r$ for $r>0$ and inserts this integral. `screened_eq_yukawa` combines the transform with the pole form and matches the factors of $4\pi$.

For the limit, the rational function from `screen_bareS` is continuous at $k=0$, where its denominator is $6\alpha$, and it agrees with the screened constant at every other $k$. For `no_pole_iff`, one direction assumes $\alpha c>1$ and exhibits the zero at `√q`; the other uses the positivity of $6\alpha/(kw)^2$.

## The same step in a tight-binding LMTO code

In a calculation, $S$ is a matrix in site and angular-momentum indices, and $\alpha$ is a diagonal matrix of screening parameters. The Dyson equation becomes the linear system $(1-S\alpha)\,T=S$. A common procedure is to build the bare $S$ in real space for a finite cluster around each site, solve this system for the columns belonging to the central site, and form Bloch sums of the short-ranged result. With suitably chosen screening parameters $T$ decays quickly, so the cluster can be small; enlarging it until the retained elements stop changing tests the truncation.
